# A positive definite Hamiltonian on a finite-dimensional state space has exactly one positive critical coupling to a Hermitian perturbation with a negative eigenvalue

## States, energies and the critical coupling

A state is a complex vector x whose components, taken in an orthonormal basis, are labelled by a finite index type `n`. States are not normalised. The Hamiltonian H0 and the perturbation V are complex square matrices on the same index type, and the coupling g is real.

In Lean 4 with Mathlib:

```lean
import Mathlib

open Matrix
open scoped ComplexOrder

namespace CriticalCoupling

noncomputable section

variable {n : Type*} [Fintype n]
```

For a matrix A, write

⟨A⟩(x) = Re(x†Ax).

For Hermitian A, the normalised expectation value in a nonzero state is ⟨A⟩(x)/(x†x), which has the same sign.

```lean
/-- The (unnormalised) expectation value of the observable `A` in the state `x`. -/
def expect (A : Matrix n n ℂ) (x : n → ℂ) : ℝ := (star x ⬝ᵥ A *ᵥ x).re
```

The coupled Hamiltonian is linear in one parameter:

H(g) = H0 + gV.

```lean
/-- The Hamiltonian `H0 + g V` at real coupling `g`. -/
def coupled (H0 V : Matrix n n ℂ) (g : ℝ) : Matrix n n ℂ := H0 + (g : ℂ) • V
```

A negative eigenvalue means a real E < 0 together with a nonzero x satisfying Ax = Ex.

```lean
/-- `A` has an eigenstate with negative real eigenvalue. -/
def HasNegativeEigenvalue (A : Matrix n n ℂ) : Prop :=
  ∃ E : ℝ, E < 0 ∧ ∃ x : n → ℂ, x ≠ 0 ∧ A *ᵥ x = (E : ℂ) • x
```

A coupling gc is critical if it is positive, H(g) is positive definite for 0 ≤ g < gc, and H(g) has a negative eigenvalue for every g > gc. Positive definiteness, Mathlib's `PosDef`, says that every level lies above the chosen zero of energy, so gc depends on that choice. The definition leaves open what happens at gc itself.

```lean
/-- `gc` is positive, `H0 + g V` is positive definite for `0 ≤ g < gc`, and it has a negative
eigenvalue for every `g > gc`. -/
def IsCriticalCoupling (H0 V : Matrix n n ℂ) (gc : ℝ) : Prop :=
  0 < gc ∧ (∀ g, 0 ≤ g → g < gc → (coupled H0 V g).PosDef) ∧
    ∀ g, gc < g → HasNegativeEigenvalue (coupled H0 V g)
```

## Energies decide stability

In a fixed state the energy is affine in the coupling:

⟨H(g)⟩(x) = ⟨H0⟩(x) + g⟨V⟩(x).

This is linearity of the matrix product, which `simp` expands.

```lean
/-- In a fixed state the energy is an affine function of the coupling. -/
theorem expect_coupled (H0 V : Matrix n n ℂ) (g : ℝ) (x : n → ℂ) :
    expect (coupled H0 V g) x = expect H0 x + g * expect V x := by
  simp [expect, coupled, Matrix.add_mulVec, Matrix.smul_mulVec, dotProduct_add, dotProduct_smul]
```

Since g is real, H(g)† = H0† + gV† = H(g) whenever H0 and V are Hermitian.

```lean
omit [Fintype n] in
/-- If `H0` and `V` are Hermitian, then `H0 + g V` is Hermitian at every real coupling `g`. -/
theorem coupled_isHermitian {H0 V : Matrix n n ℂ} (hH : H0.IsHermitian) (hV : V.IsHermitian)
    (g : ℝ) : (coupled H0 V g).IsHermitian := by
  show (H0 + (g : ℂ) • V)ᴴ = H0 + (g : ℂ) • V
  rw [conjTranspose_add, conjTranspose_smul, hH.eq, hV.eq]
  simp
```

For Hermitian A, the number x†Ax equals its own conjugate, because (x†Ax)* = x†A†x = x†Ax. Taking the real part therefore loses nothing.

```lean
/-- Expectation values of a Hermitian matrix are real. -/
theorem expect_real {A : Matrix n n ℂ} (hA : A.IsHermitian) (x : n → ℂ) :
    star x ⬝ᵥ A *ᵥ x = (expect A x : ℂ) := by
  have h : star (star x ⬝ᵥ A *ᵥ x) = star x ⬝ᵥ A *ᵥ x := by
    rw [← Matrix.star_dotProduct, Matrix.star_mulVec, hA.eq, ← Matrix.dotProduct_mulVec]
  exact (Complex.conj_eq_iff_re.mp h).symm
```

Hence a Hermitian A is positive definite exactly when ⟨A⟩(x) > 0 for every x ≠ 0. The proof converts Mathlib's inequality between complex numbers into one between real numbers.

```lean
/-- A Hermitian matrix is positive definite exactly when its expectation value is positive in
every nonzero state. -/
theorem posDef_iff_expect {A : Matrix n n ℂ} (hA : A.IsHermitian) :
    A.PosDef ↔ ∀ x : n → ℂ, x ≠ 0 → 0 < expect A x := by
  rw [Matrix.posDef_iff_dotProduct_mulVec]
  constructor
  · rintro ⟨_, h⟩ x hx
    have h1 : 0 < star x ⬝ᵥ A *ᵥ x := h hx
    rw [expect_real hA] at h1
    exact_mod_cast h1
  · intro h
    refine ⟨hA, ?_⟩
    intro x hx
    rw [expect_real hA]
    exact_mod_cast h x hx
```

Negative eigenvalues can also be read off from energies. If Ax = Ex with E < 0 and x ≠ 0, then

⟨A⟩(x) = E x†x < 0.

Conversely, expand x in an orthonormal eigenbasis with coefficients cᵢ and eigenvalues λᵢ:

x†Ax = Σᵢ λᵢ|cᵢ|².

If this is negative, some λᵢ is negative. The code argues by contradiction: without a negative eigenvalue, all `hA.eigenvalues i` are nonnegative, so A is positive semidefinite and no state has negative energy.

```lean
/-- A Hermitian matrix has a negative eigenvalue exactly when some state has a negative
expectation value. -/
theorem hasNegativeEigenvalue_iff {A : Matrix n n ℂ} (hA : A.IsHermitian) :
    HasNegativeEigenvalue A ↔ ∃ x : n → ℂ, expect A x < 0 := by
  classical
  constructor
  · rintro ⟨E, hE, x, hx, hAx⟩
    have h1 := (posDef_iff_expect Matrix.isHermitian_one).1 Matrix.PosDef.one x hx
    have h2 : expect A x = E * expect 1 x := by
      simp [expect, hAx, dotProduct_smul]
    exact ⟨x, by rw [h2]; exact mul_neg_of_neg_of_pos hE h1⟩
  · rintro ⟨x, hx⟩
    by_contra hno
    -- without negative eigenvalues the matrix would be positive semidefinite
    have hev : ∀ i, 0 ≤ hA.eigenvalues i := by
      intro i
      by_contra hi
      refine hno ⟨hA.eigenvalues i, not_le.mp hi, (hA.eigenvectorBasis i).ofLp, ?_, ?_⟩
      · intro h0
        exact hA.eigenvectorBasis.orthonormal.ne_zero i (by ext j; exact congrFun h0 j)
      · rw [hA.mulVec_eigenvectorBasis i]
        ext j
        simp
    have h1 := (hA.posSemidef_iff_eigenvalues_nonneg.mpr hev).dotProduct_mulVec_nonneg x
    rw [expect_real hA] at h1
    have h2 : 0 ≤ expect A x := by exact_mod_cast h1
    linarith
```

## Finding the threshold

Suppose ⟨V⟩(v) < 0 for some v, which is then nonzero. Consider the ratio

R(x) = ⟨V⟩(x)/⟨H0⟩(x), x ≠ 0.

The denominator is positive, so R is continuous. Under x → cx with real c ≠ 0, numerator and denominator both acquire c², so R is unchanged and it suffices to look at unit vectors. The unit sphere is compact, and R attains a minimum m there at some y. Mathlib's norm on these vectors is the largest component modulus, but by scale invariance any norm would serve. For all x,

⟨V⟩(x) ≥ m⟨H0⟩(x),

and m ≤ R(v) < 0. Set gc = −1/m > 0. Then

⟨H(gc)⟩(x) = gc(⟨V⟩(x) − m⟨H0⟩(x)) ≥ 0,

with equality at x = y.

In the code, `hcont` and `hscale` supply continuity and scaling, `hall` is the inequality for ⟨V⟩, and `hm0` is the sign of m. The closing `linear_combination` steps are the algebra with gc·(−m) = 1.

```lean
/-- If `H0` is positive definite and `V` has a negative expectation value in some state, there is a
positive coupling at which no state has negative energy and some nonzero state has energy zero. -/
theorem exists_threshold {H0 V : Matrix n n ℂ} (hH : H0.PosDef) {v : n → ℂ}
    (hv : expect V v < 0) :
    ∃ gc : ℝ, 0 < gc ∧ (∀ x, 0 ≤ expect (coupled H0 V gc) x) ∧
      ∃ x : n → ℂ, x ≠ 0 ∧ expect (coupled H0 V gc) x = 0 := by
  have hpos := (posDef_iff_expect hH.isHermitian).1 hH
  have hv0 : v ≠ 0 := by
    rintro rfl
    simp [expect] at hv
  have hcont : ∀ A : Matrix n n ℂ, Continuous (expect A) := fun A =>
    Complex.continuous_re.comp (Continuous.dotProduct continuous_star
      (Continuous.matrix_mulVec continuous_const continuous_id))
  have hscale : ∀ (A : Matrix n n ℂ) (c : ℝ) (x : n → ℂ),
      expect A ((c : ℂ) • x) = c ^ 2 * expect A x := by
    intro A c x
    simp [expect, Matrix.mulVec_smul, dotProduct_smul, smul_dotProduct]
    ring
  have hmem : ∀ x : n → ℂ, x ≠ 0 →
      ((‖x‖⁻¹ : ℝ) : ℂ) • x ∈ Metric.sphere (0 : n → ℂ) 1 := by
    intro x hx
    rw [mem_sphere_zero_iff_norm, norm_smul, Complex.norm_real, norm_inv, norm_norm,
      inv_mul_cancel₀ (norm_ne_zero_iff.2 hx)]
  have hne : ∀ x ∈ Metric.sphere (0 : n → ℂ) 1, x ≠ 0 := by
    rintro x hx rfl
    simp at hx
  -- minimise the ratio of expectation values over the compact unit sphere
  obtain ⟨y, hy, hmin⟩ := (isCompact_sphere (0 : n → ℂ) 1).exists_isMinOn ⟨_, hmem v hv0⟩
    ((hcont V).continuousOn.div (hcont H0).continuousOn fun x hx => (hpos x (hne x hx)).ne')
  obtain ⟨m, hm⟩ : ∃ m, m = expect V y / expect H0 y := ⟨_, rfl⟩
  have hall : ∀ x, x ≠ 0 → m * expect H0 x ≤ expect V x := by
    intro x hx
    have h : expect V y / expect H0 y ≤ expect V (((‖x‖⁻¹ : ℝ) : ℂ) • x) /
        expect H0 (((‖x‖⁻¹ : ℝ) : ℂ) • x) := hmin (hmem x hx)
    rwa [← hm, hscale, hscale,
      mul_div_mul_left _ _ (pow_ne_zero 2 (inv_ne_zero (norm_ne_zero_iff.2 hx))),
      le_div_iff₀ (hpos x hx)] at h
  have hm0 : m < 0 := by
    by_contra h
    linarith [hall v hv0, mul_nonneg (not_lt.mp h) (hpos v hv0).le]
  have hi : (-m)⁻¹ * (-m) = 1 := inv_mul_cancel₀ (by linarith)
  have hi0 : 0 < (-m)⁻¹ := inv_pos.2 (by linarith)
  refine ⟨(-m)⁻¹, hi0, ?_, y, hne y hy, ?_⟩
  · intro x
    by_cases hx : x = 0
    · simp [hx, expect]
    · have e : expect H0 x + (-m)⁻¹ * expect V x = (-m)⁻¹ * (expect V x - m * expect H0 x) := by
        linear_combination (-expect H0 x) * hi
      rw [expect_coupled, e]
      exact mul_nonneg hi0.le (sub_nonneg.2 (hall x hx))
  · have hVy : expect V y = m * expect H0 y := by
      rw [hm, div_mul_cancel₀ _ (hpos y (hne y hy)).ne']
    rw [expect_coupled]
    linear_combination (-m)⁻¹ * hVy - expect H0 y * hi
```

Such a threshold is critical. For 0 ≤ g < gc and x ≠ 0,

gc⟨H(g)⟩(x) = (gc − g)⟨H0⟩(x) + g⟨H(gc)⟩(x) > 0,

because the first term is positive and the second nonnegative. Dividing by gc gives positive definiteness.

Above threshold, use the zero-energy state y. From ⟨H0⟩(y) + gc⟨V⟩(y) = 0 and ⟨H0⟩(y) > 0 it follows that ⟨V⟩(y) < 0, so for g > gc

⟨H(g)⟩(y) = (g − gc)⟨V⟩(y) < 0.

By the energy criterion, H(g) has a negative eigenvalue, although y itself need not be an eigenvector of H(g). The two bullets of the proof treat these two ranges, and `linarith` combines the signed products.

```lean
/-- For positive definite `H0` and Hermitian `V`, a positive coupling at which no state has negative
energy and some nonzero state has energy zero is critical. -/
theorem critical_of_threshold {H0 V : Matrix n n ℂ} (hH : H0.PosDef) (hV : V.IsHermitian)
    {gc : ℝ} (hgc : 0 < gc) (hmin : ∀ x, 0 ≤ expect (coupled H0 V gc) x)
    {y : n → ℂ} (hy : y ≠ 0) (hzero : expect (coupled H0 V gc) y = 0) :
    IsCriticalCoupling H0 V gc := by
  have hpos := (posDef_iff_expect hH.isHermitian).1 hH
  refine ⟨hgc, fun g hg hlt => ?_, fun g hlt => ?_⟩
  · -- below threshold: interpolate between `H0` and the threshold Hamiltonian
    rw [posDef_iff_expect (coupled_isHermitian hH.isHermitian hV g)]
    intro x hx
    have h2 := hmin x
    rw [expect_coupled] at h2 ⊢
    have h3 : 0 < gc * (expect H0 x + g * expect V x) := by
      linarith [mul_pos (sub_pos.2 hlt) (hpos x hx), mul_nonneg hg h2]
    exact (mul_pos_iff_of_pos_left hgc).1 h3
  · -- above threshold: the zero-energy state acquires negative energy
    rw [hasNegativeEigenvalue_iff (coupled_isHermitian hH.isHermitian hV g)]
    refine ⟨y, ?_⟩
    rw [expect_coupled] at hzero ⊢
    have hVy : expect V y < 0 := by
      by_contra h
      linarith [mul_nonneg hgc.le (not_lt.mp h), hpos y hy]
    linarith [mul_neg_of_pos_of_neg (sub_pos.2 hlt) hVy]
```

## Existence and uniqueness

The main theorem assumes that H0 is positive definite (`hH`), that V is Hermitian (`hV`) and that V has a negative eigenvalue (`hneg`). The last hypothesis says that the perturbation lowers the energy of some state. The conclusion `∃!` says that exactly one real gc is critical.

Existence follows from the two preceding results. For uniqueness, suppose a < b were both critical. Their midpoint (a + b)/2 lies above a, so some state has negative energy there; it also lies below b, so every nonzero state has positive energy there. This contradiction is `key`, and applying it in both orders gives equality.

For a finite-dimensional stability matrix of the form H0 + gV that satisfies these hypotheses, gc marks the onset of instability as g increases from 0. Examples are a model electronic Hessian or a model force-constant matrix that is positive definite at g = 0, with neither zero modes nor unstable modes, when V has a negative eigenvalue. The theorem does not treat infinite-dimensional operators or nonlinear dependence on g.

```lean
/-- If `H0` is positive definite and the Hermitian perturbation `V` has a negative eigenvalue,
there is exactly one critical coupling. -/
theorem existsUnique_criticalCoupling {H0 V : Matrix n n ℂ} (hH : H0.PosDef)
    (hV : V.IsHermitian) (hneg : HasNegativeEigenvalue V) :
    ∃! gc : ℝ, IsCriticalCoupling H0 V gc := by
  obtain ⟨v, hv⟩ := (hasNegativeEigenvalue_iff hV).1 hneg
  obtain ⟨gc, hgc, hmin, y, hy, hzero⟩ := exists_threshold hH hv
  have hc := critical_of_threshold hH hV hgc hmin hy hzero
  -- two distinct critical couplings contradict each other at their midpoint
  have key : ∀ a b, IsCriticalCoupling H0 V a → IsCriticalCoupling H0 V b → ¬ a < b := by
    intro a b ha hb hlt
    have hherm := coupled_isHermitian hH.isHermitian hV ((a + b) / 2)
    obtain ⟨x, hx⟩ := (hasNegativeEigenvalue_iff hherm).1 (ha.2.2 _ (by linarith))
    have hp := (posDef_iff_expect hherm).1
      (hb.2.1 _ (by linarith [ha.1, hb.1]) (by linarith)) x (by
        rintro rfl
        simp [expect] at hx)
    linarith
  exact ⟨gc, hc, fun g hg => le_antisymm (not_lt.mp (key _ _ hc hg)) (not_lt.mp (key _ _ hg hc))⟩
```

## The zero-energy state at gc

At the critical coupling, H(gc) is positive semidefinite and H(gc)y = 0 for some y ≠ 0. Here the negative direction of V need not be assumed. At gc + 1 some state v has negative energy, and since ⟨H0⟩(v) > 0, this forces ⟨V⟩(v) < 0. The minimisation then yields a threshold, which uniqueness identifies with gc.

It remains to pass from zero energy to a zero eigenvalue. In an eigenbasis of H(gc),

0 = y†H(gc)y = Σᵢ λᵢ|cᵢ|², λᵢ ≥ 0,

so every term vanishes and H(gc)y = 0. Mathlib's `dotProduct_mulVec_zero_iff` supplies this step.

```lean
/-- At the critical coupling the Hamiltonian is positive semidefinite and annihilates some
nonzero state. -/
theorem zero_mode_at_critical {H0 V : Matrix n n ℂ} (hH : H0.PosDef) (hV : V.IsHermitian)
    {gc : ℝ} (hc : IsCriticalCoupling H0 V gc) :
    (coupled H0 V gc).PosSemidef ∧ ∃ x : n → ℂ, x ≠ 0 ∧ coupled H0 V gc *ᵥ x = 0 := by
  have hherm := coupled_isHermitian hH.isHermitian hV
  -- the instability beyond `gc` shows that `V` lowers the energy of some state
  obtain ⟨v, hv⟩ := (hasNegativeEigenvalue_iff (hherm (gc + 1))).1 (hc.2.2 _ (by linarith))
  have hv0 : v ≠ 0 := by
    rintro rfl
    simp [expect] at hv
  have hHv := (posDef_iff_expect hH.isHermitian).1 hH v hv0
  rw [expect_coupled] at hv
  have hVv : expect V v < 0 := by
    by_contra h
    linarith [mul_nonneg (by linarith [hc.1] : 0 ≤ gc + 1) (not_lt.mp h)]
  obtain ⟨g, hg, hmin, y, hy, hzero⟩ := exists_threshold hH hVv
  have hgg : g = gc := (existsUnique_criticalCoupling hH hV
    ((hasNegativeEigenvalue_iff hV).2 ⟨v, hVv⟩)).unique
    (critical_of_threshold hH hV hg hmin hy hzero) hc
  subst hgg
  have hpsd : (coupled H0 V g).PosSemidef :=
    Matrix.PosSemidef.of_dotProduct_mulVec_nonneg (hherm g) (fun x => by
      rw [expect_real (hherm g)]
      exact_mod_cast hmin x)
  refine ⟨hpsd, y, hy, (hpsd.dotProduct_mulVec_zero_iff y).1 ?_⟩
  rw [expect_real (hherm g), hzero, Complex.ofReal_zero]
```

## Two coupled levels

Take levels a, b > 0 on the diagonal of H0 and a real off-diagonal element w > 0 in V. Then

⟨H(g)⟩(x) = a|x₀|² + b|x₁|² + 2gw Re(x₀*x₁).

At g = √(ab)/w this becomes

|√a x₀ + √b x₁|² ≥ 0,

which vanishes for the nonzero vector (√b, −√a), or (√b, −√a)/√(a + b) when normalised. The threshold criterion therefore gives

gc = √(ab)/w.

The code computes the two energies in `e1` and `e2`, and `key` writes the squared modulus as the squares of its real and imaginary parts.

```lean
/-- Two levels `a, b > 0` mixed by a real off-diagonal element `w > 0` have critical coupling
`√(a b) / w`. -/
theorem two_level_critical {a b w : ℝ} (ha : 0 < a) (hb : 0 < b) (hw : 0 < w) :
    IsCriticalCoupling !![(a : ℂ), 0; 0, (b : ℂ)] !![0, (w : ℂ); (w : ℂ), 0]
      (√(a * b) / w) := by
  have e1 : ∀ x, expect !![(a : ℂ), 0; 0, (b : ℂ)] x =
      a * Complex.normSq (x 0) + b * Complex.normSq (x 1) := by
    intro x
    simp [expect, dotProduct, Matrix.mulVec, Fin.sum_univ_two, Complex.normSq_apply]
    ring
  have e2 : ∀ x, expect !![0, (w : ℂ); (w : ℂ), 0] x =
      2 * w * ((x 0).re * (x 1).re + (x 0).im * (x 1).im) := by
    intro x
    simp [expect, dotProduct, Matrix.mulVec, Fin.sum_univ_two]
    ring
  have hH : (!![(a : ℂ), 0; 0, (b : ℂ)]).PosDef := by
    rw [posDef_iff_expect (Matrix.IsHermitian.ext fun i j => by
      fin_cases i <;> fin_cases j <;> simp)]
    intro x hx
    rw [e1]
    by_cases h0 : x 0 = 0
    · have h1 : x 1 ≠ 0 := fun h1 => hx (by
        funext i
        fin_cases i <;> simp [h0, h1])
      linarith [mul_pos hb (Complex.normSq_pos.2 h1),
        mul_nonneg ha.le (Complex.normSq_nonneg (x 0))]
    · linarith [mul_pos ha (Complex.normSq_pos.2 h0),
        mul_nonneg hb.le (Complex.normSq_nonneg (x 1))]
  have hV : (!![0, (w : ℂ); (w : ℂ), 0]).IsHermitian :=
    Matrix.IsHermitian.ext fun i j => by fin_cases i <;> fin_cases j <;> simp
  -- at threshold the energy is a sum of two squares
  have key : ∀ x, expect (coupled !![(a : ℂ), 0; 0, (b : ℂ)] !![0, (w : ℂ); (w : ℂ), 0]
      (√(a * b) / w)) x =
      (√a * (x 0).re + √b * (x 1).re) ^ 2 + (√a * (x 0).im + √b * (x 1).im) ^ 2 := by
    intro x
    have h : √a * √b / w * (2 * w * ((x 0).re * (x 1).re + (x 0).im * (x 1).im)) =
        2 * (√a * √b) * ((x 0).re * (x 1).re + (x 0).im * (x 1).im) := by
      field_simp
    rw [expect_coupled, e1, e2, Real.sqrt_mul ha.le, Complex.normSq_apply, Complex.normSq_apply]
    linear_combination h - ((x 0).re ^ 2 + (x 0).im ^ 2) * Real.sq_sqrt ha.le -
      ((x 1).re ^ 2 + (x 1).im ^ 2) * Real.sq_sqrt hb.le
  refine critical_of_threshold hH hV (div_pos (Real.sqrt_pos.2 (mul_pos ha hb)) hw)
    (fun x => by rw [key]; positivity) (y := ![((√b : ℝ) : ℂ), -((√a : ℝ) : ℂ)]) ?_ ?_
  · intro h
    have h0 : ((√b : ℝ) : ℂ) = 0 := congrFun h 0
    exact (Real.sqrt_pos.2 hb).ne' (by exact_mod_cast h0)
  · rw [key]
    simp [mul_comm]

end

end CriticalCoupling
```

```lean
#print axioms CriticalCoupling.existsUnique_criticalCoupling
-- 'CriticalCoupling.existsUnique_criticalCoupling' depends on axioms: [propext, Classical.choice, Quot.sound]
#print axioms CriticalCoupling.zero_mode_at_critical
-- 'CriticalCoupling.zero_mode_at_critical' depends on axioms: [propext, Classical.choice, Quot.sound]
#print axioms CriticalCoupling.two_level_critical
-- 'CriticalCoupling.two_level_critical' depends on axioms: [propext, Classical.choice, Quot.sound]
```
